# For time-even couplings, the two-phonon spin-flip amplitude of a Kramers system is odd in the phonon energy

A resolvent can enter a formal statement as a function defined at every energy, or as a relation that an operator has to satisfy. The file below takes the relation: R is a resolvent of H at the real energy z if it inverts z − H from both sides. At an eigenvalue no such R exists, so no value has to be invented there. In finite dimension the file proves that R exists exactly when z is not an eigenvalue.

## The identity and its factor of w

Let ⟨x, y⟩ be a complex inner product, conjugate-linear in x. Time reversal T for an odd number of electrons is antiunitary, ⟨Tx, Ty⟩ = ⟨y, x⟩, with T² = −1. The Hamiltonian H and the two phonon couplings V and W are Hermitian and commute with T; such operators are called time-even. For real E and w, with ħ = 1, let R(w) and R(−w) be the inverses of E + w − H and E − w − H. To second order in the couplings, and with the phonon occupation factors left out, the amplitude for going from v to its time-reversed partner Tv is

A(w) = ⟨Tv, (V R(w) W + W R(−w) V) v⟩.

In the first term W absorbs a phonon of energy w and V then emits one; in the second the emission comes first. The results are

A(−w) = −A(w)

A(w) = −2w ⟨Tv, V R(w) R(−w) W v⟩.

In the application v belongs to a Kramers doublet of energy E, but neither result needs Hv = Ev.

## Two orderings in a relaxation calculation

A code for phonon-driven spin relaxation, working in a finite basis and to second order in linear couplings, can obtain A(w) from two linear solves:

(E + w − H) x = W v

(E − w − H) y = V v

A(w) = ⟨Tv, V x + W y⟩.

The two contributions can nearly cancel. For an excited doublet at Δ = 200 cm⁻¹ above E and w = 2 cm⁻¹, the orderings carry the weights 1/(w − Δ) ≈ −0.00505 cm and 1/(w + Δ) ≈ 0.00495 cm, which multiply the same product of matrix elements summed over the doublet. Their sum is about −0.00010 cm, fifty times smaller than either. A one per cent error in one ordering alone therefore becomes an error of about fifty per cent in the amplitude.

In a sum over states, the path through u in one ordering pairs with the path through Tu in the other. A truncation that keeps u and discards Tu breaks this pairing.

The factored form also takes two solves, (E − w − H) y = W v and then (E + w − H) x = y, followed by A(w) = −2w ⟨Tv, V x⟩. It avoids subtracting the two orderings, though both systems are still nearly singular for small w when E is a level of H.

## Reading the second path backwards

Antiunitarity applied to x and Ty gives ⟨Tx, T(Ty)⟩ = ⟨Ty, x⟩. Since T(Ty) = −y,

⟨Tx, y⟩ = −⟨Ty, x⟩.

A time-even operator B moves across this form, first by commuting with T and then by Hermiticity:

⟨TBx, y⟩ = ⟨BTx, y⟩ = ⟨Tx, By⟩.

So does a resolvent G of H at real z. Insert y = (z − H)Gy, move z − H to the left, and use (z − H)Gx = x:

⟨TGx, y⟩ = ⟨TGx, (z − H)Gy⟩ = ⟨T(z − H)Gx, Gy⟩ = ⟨Tx, Gy⟩.

Now move the three operators of the second path one at a time, and finish with the antisymmetry:

⟨Tv, W R(−w) V v⟩ = ⟨TWv, R(−w) V v⟩
= ⟨T R(−w) W v, V v⟩
= ⟨T V R(−w) W v, v⟩
= −⟨Tv, V R(−w) W v⟩.

The amplitude is therefore a difference:

A(w) = ⟨Tv, V (R(w) − R(−w)) W v⟩.

Replacing w by −w exchanges the two resolvents and changes the sign, which is the oddness.

For the factor of w, put q = R(−w)Wv. Then (E − w − H)q = Wv, and so

(E + w − H) q = W v + 2w q.

Applying R(w) gives q = R(w)Wv + 2w R(w)q, or

R(w) W v − R(−w) W v = −2w R(w) R(−w) W v.

Inserting this into the difference gives the second result.

The condition T² = −1 matters. Take ℂ² with T complex conjugation, so that T² = +1, and let H = diag(0, 1), E = 0, v = (1, 0), and V = W the real matrix that exchanges the two basis states. All the other conditions hold for w different from 0, 1 and −1, yet

A(w) = 1/(w − 1) − 1/(w + 1) = 2/(w² − 1),

which is even and nonzero. Oddness thus does not follow from antiunitarity and time-even operators alone.

## The Lean file

```lean
import Mathlib

open scoped InnerProductSpace ComplexConjugate

noncomputable section

namespace VanVleckTwoPhonon

variable {F : Type*} [NormedAddCommGroup F] [InnerProductSpace ℂ F]

/-- Time reversal for an odd number of electrons: an antiunitary map with square `-1`. -/
def IsKramers (T : F →ₛₗ[starRingEnd ℂ] F) : Prop :=
  (∀ x y, ⟪T x, T y⟫_ℂ = ⟪y, x⟫_ℂ) ∧ ∀ x, T (T x) = -x

/-- A time-even observable: a Hermitian operator that commutes with `T`. -/
def TimeEven (T : F →ₛₗ[starRingEnd ℂ] F) (A : F →ₗ[ℂ] F) : Prop :=
  A.IsSymmetric ∧ ∀ x, T (A x) = A (T x)

/-- `R` is the resolvent of `H` at the real energy `z`: a two-sided inverse of `z - H`. -/
def IsResolvent (H : F →ₗ[ℂ] F) (z : ℝ) (R : F →ₗ[ℂ] F) : Prop :=
  ∀ x, (z : ℂ) • R x - H (R x) = x ∧ R ((z : ℂ) • x - H x) = x

/-- The two-phonon spin-flip amplitude `⟨Tv, (V R(w) W + W R(-w) V) v⟩`. -/
def spinFlip (T : F →ₛₗ[starRingEnd ℂ] F) (V W : F →ₗ[ℂ] F) (R : ℝ → F →ₗ[ℂ] F)
    (v : F) (w : ℝ) : ℂ :=
  ⟪T v, V (R w (W v)) + W (R (-w) (V v))⟫_ℂ

variable {T : F →ₛₗ[starRingEnd ℂ] F} {H V W : F →ₗ[ℂ] F} {R : ℝ → F →ₗ[ℂ] F}

/-- In finite dimension the resolvent at a real energy exists exactly when that energy is
not an eigenvalue of `H`. -/
theorem exists_resolvent_iff [FiniteDimensional ℂ F] (H : F →ₗ[ℂ] F) (z : ℝ) :
    (∃ R, IsResolvent H z R) ↔ ¬ Module.End.HasEigenvalue H (z : ℂ) := by
  constructor
  · rintro ⟨R, hR⟩ hz
    obtain ⟨x, hx⟩ := hz.exists_hasEigenvector
    have h := (hR x).2
    rw [hx.apply_eq_smul, sub_self, map_zero] at h
    exact hx.2 h.symm
  · intro hz
    let K : F →ₗ[ℂ] F := (z : ℂ) • LinearMap.id - H
    -- without an eigenvector, `z - H` is injective and hence invertible
    have hK : Function.Injective K := by
      rw [← LinearMap.ker_eq_bot, LinearMap.ker_eq_bot']
      intro x hx
      by_contra h0
      exact hz (Module.End.hasEigenvalue_of_hasEigenvector
        ⟨Module.End.mem_eigenspace_iff.mpr (sub_eq_zero.mp hx).symm, h0⟩)
    let e := LinearEquiv.ofInjectiveEndo K hK
    exact ⟨(e.symm : F →ₗ[ℂ] F), fun x => ⟨e.apply_symm_apply x, e.symm_apply_apply x⟩⟩

/-- For antiunitary `T` with `T² = -1`, the form `⟨Tx, y⟩` is antisymmetric. -/
theorem kramers_antisymm (hT : IsKramers T) (x y : F) : ⟪T x, y⟫_ℂ = -⟪T y, x⟫_ℂ := by
  have h := hT.1 x (T y)
  rw [hT.2, inner_neg_right] at h
  rw [← h, neg_neg]

/-- A time-even observable can be moved across the form `⟨Tx, y⟩`. -/
theorem TimeEven.move {A : F →ₗ[ℂ] F} (hA : TimeEven T A) (x y : F) :
    ⟪T (A x), y⟫_ℂ = ⟪T x, A y⟫_ℂ := by
  rw [hA.2]
  exact hA.1 _ _

/-- The resolvent of a time-even Hamiltonian at a real energy can be moved across the form
`⟨Tx, y⟩`. -/
theorem resolvent_move {z : ℝ} {G : F →ₗ[ℂ] F} (hH : TimeEven T H)
    (hG : IsResolvent H z G) (x y : F) : ⟪T (G x), y⟫_ℂ = ⟪T x, G y⟫_ℂ := by
  calc ⟪T (G x), y⟫_ℂ = ⟪T (G x), (z : ℂ) • G y - H (G y)⟫_ℂ := by rw [(hG y).1]
    _ = ⟪T ((z : ℂ) • G x - H (G x)), G y⟫_ℂ := by
      rw [inner_sub_right, inner_smul_right, map_sub, LinearMap.map_smulₛₗ,
        inner_sub_left, inner_smul_left, hH.move]
      simp only [Complex.conj_ofReal]
    _ = ⟪T x, G y⟫_ℂ := by rw [(hG x).1]

/-- For antiunitary `T` with `T² = -1`, time-even `H`, `V`, `W`, and `R(-w)` a resolvent of `H` at a
real energy, the two phonon orderings combine into the difference `R(w) - R(-w)` between `V` and
`W`. -/
theorem spinFlip_eq_difference (hT : IsKramers T) (hH : TimeEven T H) (hV : TimeEven T V)
    (hW : TimeEven T W) {z w : ℝ} (hR : IsResolvent H z (R (-w))) (v : F) :
    spinFlip T V W R v w = ⟪T v, V (R w (W v) - R (-w) (W v))⟫_ℂ := by
  -- read the second path backwards
  have h : ⟪T v, W (R (-w) (V v))⟫_ℂ = -⟪T v, V (R (-w) (W v))⟫_ℂ := by
    rw [← hW.move, ← resolvent_move hH hR, ← hV.move, kramers_antisymm hT]
  rw [spinFlip, inner_add_right, h, map_sub, inner_sub_right, sub_eq_add_neg]

/-- Van Vleck cancellation for two phonons: for antiunitary `T` with `T² = -1`, time-even `H`, `V`,
`W` and resolvents `R(±w)` of `H` at the real energies `E ± w`, the spin-flip amplitude is odd in
`w`. -/
theorem spinFlip_odd (hT : IsKramers T) (hH : TimeEven T H) (hV : TimeEven T V)
    (hW : TimeEven T W) {E w : ℝ} (hp : IsResolvent H (E + w) (R w))
    (hm : IsResolvent H (E - w) (R (-w))) (v : F) :
    spinFlip T V W R v (-w) = -spinFlip T V W R v w := by
  have hp' : IsResolvent H (E + w) (R (-(-w))) := by rwa [neg_neg]
  rw [spinFlip_eq_difference hT hH hV hW hp', spinFlip_eq_difference hT hH hV hW hm,
    neg_neg, ← inner_neg_right, ← map_neg, neg_sub]

/-- For antiunitary `T` with `T² = -1`, time-even `H`, `V`, `W` and resolvents `R(±w)` of `H` at the
real energies `E ± w`, the amplitude carries an explicit factor of the phonon energy:
`A(w) = -2w ⟨Tv, V R(w) R(-w) W v⟩`. -/
theorem spinFlip_factor (hT : IsKramers T) (hH : TimeEven T H) (hV : TimeEven T V)
    (hW : TimeEven T W) {E w : ℝ} (hp : IsResolvent H (E + w) (R w))
    (hm : IsResolvent H (E - w) (R (-w))) (v : F) :
    spinFlip T V W R v w = -(2 * (w : ℂ)) * ⟪T v, V (R w (R (-w) (W v)))⟫_ℂ := by
  -- the resolvent identity
  have key : R w (W v) - R (-w) (W v) = (-(2 * (w : ℂ))) • R w (R (-w) (W v)) := by
    have h1 := (hp (R (-w) (W v))).2
    have h2 := (hm (W v)).1
    have h3 : ((E + w : ℝ) : ℂ) • R (-w) (W v) - H (R (-w) (W v))
        = W v + (2 * (w : ℂ)) • R (-w) (W v) := by
      push_cast at h2 ⊢
      linear_combination (norm := module) h2
    rw [h3, map_add, map_smul] at h1
    linear_combination (norm := module) h1
  rw [spinFlip_eq_difference hT hH hV hW hm, key, map_smul, inner_smul_right]


/-- Time reversal on two Kramers doublets. -/
def T4 : EuclideanSpace ℂ (Fin 4) →ₛₗ[starRingEnd ℂ] EuclideanSpace ℂ (Fin 4) where
  toFun x := !₂[-conj (x 1), conj (x 0), -conj (x 3), conj (x 2)]
  map_add' x y := by ext i; fin_cases i <;> simp <;> ring
  map_smul' c x := by ext i; fin_cases i <;> simp

/-- The operator with value `a` on the first doublet and `b` on the second. -/
def levels (a b : ℂ) : EuclideanSpace ℂ (Fin 4) →ₗ[ℂ] EuclideanSpace ℂ (Fin 4) where
  toFun x := !₂[a * x 0, a * x 1, b * x 2, b * x 3]
  map_add' x y := by ext i; fin_cases i <;> simp <;> ring
  map_smul' c x := by ext i; fin_cases i <;> simp <;> ring

/-- A coupling that exchanges the two doublets and keeps the spin. -/
def V4 : EuclideanSpace ℂ (Fin 4) →ₗ[ℂ] EuclideanSpace ℂ (Fin 4) where
  toFun x := !₂[x 2, x 3, x 0, x 1]
  map_add' x y := by ext i; fin_cases i <;> simp
  map_smul' c x := by ext i; fin_cases i <;> simp

/-- A coupling that exchanges the two doublets and flips the spin. -/
def W4 : EuclideanSpace ℂ (Fin 4) →ₗ[ℂ] EuclideanSpace ℂ (Fin 4) where
  toFun x := !₂[-x 3, x 2, x 1, -x 0]
  map_add' x y := by ext i; fin_cases i <;> simp <;> ring
  map_smul' c x := by ext i; fin_cases i <;> simp

/-- Two doublets at energies 0 and 1 with the couplings `V4` and `W4` meet the hypotheses of
`spinFlip_odd` and `spinFlip_factor` at `E = 0`, `w = 1/2`, and the amplitude from the first basis
state is `4/3`. -/
theorem spinFlip_witness :
    IsKramers T4 ∧ TimeEven T4 (levels 0 1) ∧ TimeEven T4 V4 ∧ TimeEven T4 W4 ∧
    IsResolvent (levels 0 1) (0 + 1 / 2) (levels 2 (-2)) ∧
    IsResolvent (levels 0 1) (0 - 1 / 2) (levels (-2) (-2 / 3)) ∧
    spinFlip T4 V4 W4 (fun w => if 0 < w then levels 2 (-2) else levels (-2) (-2 / 3))
      !₂[1, 0, 0, 0] (1 / 2) = 4 / 3 := by
  refine ⟨⟨fun x y => ?_, fun x => ?_⟩, ⟨fun x y => ?_, fun x => ?_⟩,
    ⟨fun x y => ?_, fun x => ?_⟩, ⟨fun x y => ?_, fun x => ?_⟩,
    fun x => ⟨?_, ?_⟩, fun x => ⟨?_, ?_⟩, ?_⟩
  · simp [T4, PiLp.inner_apply, Fin.sum_univ_four]; ring
  · ext i; fin_cases i <;> simp [T4]
  · simp [levels, PiLp.inner_apply, Fin.sum_univ_four]
  · ext i; fin_cases i <;> simp [T4, levels]
  · simp [V4, PiLp.inner_apply, Fin.sum_univ_four]; ring
  · ext i; fin_cases i <;> simp [T4, V4]
  · simp [W4, PiLp.inner_apply, Fin.sum_univ_four]; ring
  · ext i; fin_cases i <;> simp [T4, W4]
  · ext i; fin_cases i <;> simp [levels] <;> ring
  · ext i; fin_cases i <;> simp [levels] <;> ring
  · ext i; fin_cases i <;> simp [levels] <;> ring
  · ext i; fin_cases i <;> simp [levels] <;> ring
  · have h1 : (0 : ℝ) < 1 / 2 := by norm_num
    have h2 : ¬ (0 : ℝ) < -(1 / 2) := by norm_num
    simp only [spinFlip, if_pos h1, if_neg h2]
    simp [T4, V4, W4, levels, PiLp.inner_apply, Fin.sum_univ_four]
    norm_num

end VanVleckTwoPhonon
```

```lean
#print axioms VanVleckTwoPhonon.exists_resolvent_iff
#print axioms VanVleckTwoPhonon.spinFlip_odd
#print axioms VanVleckTwoPhonon.spinFlip_factor
```

```
'VanVleckTwoPhonon.exists_resolvent_iff' depends on axioms: [propext, Classical.choice, Quot.sound]
'VanVleckTwoPhonon.spinFlip_odd' depends on axioms: [propext, Classical.choice, Quot.sound]
'VanVleckTwoPhonon.spinFlip_factor' depends on axioms: [propext, Classical.choice, Quot.sound]
```

## What the theorems say, and for which systems

The state space `F` is any complex inner-product space. `T` is a conjugate-linear map, and `IsKramers T` adds antiunitarity and T² = −1. `TimeEven T A` says that `A` is Hermitian and commutes with `T`. `IsResolvent H z R` is the two-sided inverse relation. The family `R` is indexed by the phonon energy: `R w` belongs to the energy E + w, and only its values at w and −w are constrained. `spinFlip T V W R v w` is A(w), for a vector `v` that need not be normalised.

`kramers_antisymm`, `TimeEven.move` and `resolvent_move` are the three rules for the form ⟨Tx, y⟩. `spinFlip_eq_difference` applies them in the order used above, through one chain of rewrites, and needs the resolvent property only for `R (-w)`. `spinFlip_odd` uses that lemma at w and at −w and compares the results. In `spinFlip_factor` the step `key` is the resolvent identity; its two `linear_combination` calls rearrange the vector equations for q.

`exists_resolvent_iff` treats the two directions separately. An eigenvector x at energy z would satisfy x = R(0) = 0, a contradiction. Without an eigenvector z − H is injective, hence invertible in finite dimension.

`spinFlip_witness` gives a concrete case on ℂ⁴: two doublets at energies 0 and 1, with E = 0 and w = 1/2. The coupling `V4` keeps the spin and `W4` flips it. From the normalised first basis state the two orderings contribute 2 and −2/3, so the amplitude is 4/3 and the odd function is not identically zero. The components are checked by `simp`, `ring` and `norm_num`.

The operators are linear maps defined on all of `F`. This fits a four-component Hamiltonian matrix in a finite basis closed under time reversal, but not the unbounded Dirac-Coulomb operator on its domain. H commutes with T, so there is no external magnetic field, and both phonons have the same energy w. The energies are real, which leaves out level broadening.

Van Vleck cancellation often refers to the smallness of the amplitude at low phonon energy. The theorems supply the sign change and the explicit factor −2w, but no bound on the matrix element that multiplies it. When E is a level of H, the point w = 0 is itself excluded and R(±w) grow as w approaches it, so a low-energy estimate needs a separate argument about the doublet at E. Relaxation rates, phonon populations and the expansion over intermediate levels used in the numerical example are likewise left to the physics around the theorems.
